# Unbiased random truncation of a finite expansion, with its second moment and variance

## The bias of a fixed cutoff

Suppose a spectral quantity is given by a finite expansion $S=\sum_{k=0}^K a_k$, and the high orders are expensive. Stopping always at order $n<K$ leaves the error $\sum_{k>n}a_k$, which no amount of repetition averages away. Drawing the cutoff $N$ at random does not help by itself, because high orders are then included too rarely.

The remedy is to divide each term by the probability that its order is reached. With $p_n$ the probability of stopping at $n$, set

$$q_k=\sum_{n=k}^K p_n,\qquad Z_N=\sum_{k=0}^N \frac{a_k}{q_k}.$$

For a density of states expanded in finitely many polynomials, this removes the bias relative to the order-$K$ sum when the terms are known exactly; noise from stochastic traces would add its own variance.

## Mean and second moment

If $q_k>0$ for all $k\le K$, then, writing $\mathbb E$ for the $p$-weighted sum over cutoffs,

$$\mathbb E[Z_N]=S,\qquad \mathbb E[Z_N^2]=\sum_{k=0}^K\frac{a_k^2}{q_k}+2\sum_{0\le j<k\le K}\frac{a_ja_k}{q_j}.$$

For any $b_k$, exchanging the sums gives

$$\sum_{n=0}^K p_n\sum_{k=0}^n b_k=\sum_{k=0}^K b_k\sum_{n=k}^K p_n=\sum_{k=0}^K b_kq_k.$$

Taking $b_k=a_k/q_k$ yields the mean. For the square, adding $b_k$ to a partial sum raises its square by $b_k^2+2b_k\sum_{j<k}b_j$, so

$$\Big(\sum_{k=0}^n b_k\Big)^2=\sum_{k=0}^n\Big(b_k^2+2b_k\sum_{j<k}b_j\Big).$$

This is again a randomly stopped sum. Multiplying its increments by $q_k$ gives $a_k^2/q_k+2a_k\sum_{j<k}a_j/q_j$, hence the second moment.

The same argument applied to two expansions $a_k,c_k$ sharing one cutoff gives the mean product of their estimators as $\sum_k a_kc_k/q_k+\sum_{j<k}(a_jc_k+c_ja_k)/q_j$; this variant is not in the file.

## Variance from the remainders

Keep the assumption $q_k>0$ for all $k\le K$. Let $\sum_n p_n=1$, so $q_0=1$, and let $R_k=\sum_{i=k+1}^K a_i$, with $R_{-1}=S$ and $R_K=0$. Since $p_k=q_k-q_{k+1}$ for $k<K$,

$$\begin{aligned}
\sum_{k<K}\frac{p_kR_k^2}{q_kq_{k+1}}
&=\sum_{k<K}R_k^2\Big(\frac1{q_{k+1}}-\frac1{q_k}\Big)\\
&=\sum_{k=0}^K\frac{R_{k-1}^2-R_k^2}{q_k}-S^2.
\end{aligned}$$

Here $R_{k-1}=R_k+a_k$, so the numerator is $a_k^2+2a_kR_k$. The last sum is therefore $\mathbb E[Z_N^2]$, and the whole expression is the variance. For nonnegative $p$ every term on the left is nonnegative, so the variance vanishes exactly when $p_k=0$ or $R_k=0$ at each $k<K$.

## Three terms worked out

Take $a=(1,\tfrac12,\tfrac14)$ and $p=(\tfrac12,\tfrac14,\tfrac14)$. Then $q=(1,\tfrac12,\tfrac14)$, and $Z_N$ takes the values $1,2,3$. Its mean is $\tfrac12+\tfrac12+\tfrac34=\tfrac74=S$, and its second moment is $\tfrac12+1+\tfrac94=\tfrac{15}4$. The formula gives $\tfrac74+2\cdot1=\tfrac{15}4$. The variance is $\tfrac{15}4-\tfrac{49}{16}=\tfrac{11}{16}$, which the remainders reproduce as $\tfrac9{16}+\tfrac18$.

## The Lean definitions and theorems

In the file, `p` and `a` are real sequences, of which the moments use only the entries $0,\ldots,K$; `mean` is $\mathbb E$, `tail p K k` is $q_k$, `estimator a p K N` is $Z_N$ and `remainder a K k` is $R_k$. The hypothesis `hq` says that every order is reached with positive probability, including the most expensive one.

`estimator_moments` needs only `hq`; its weights need not be normalised or nonnegative. `estimator_variance` adds normalisation, `hsum`, and `variance_eq_zero_iff` also adds nonnegativity, `hp`. Infinite series and random terms are not covered.

```lean
import Mathlib

open Finset

namespace RandomlyTruncatedExpansion

noncomputable section

/-- The `p`-weighted sum of a quantity `X N` over the cutoffs `N` in `{0, ..., K}`; it is the
expectation of `X N` when these weights form a probability law. -/
def mean (p : ℕ → ℝ) (K : ℕ) (X : ℕ → ℝ) : ℝ := ∑ n ∈ range (K + 1), p n * X n

/-- Survival probability of order `k`: the total weight of the cutoffs `N` with `k ≤ N ≤ K`. -/
def tail (p : ℕ → ℝ) (K k : ℕ) : ℝ := ∑ n ∈ Ico k (K + 1), p n

/-- The randomly truncated expansion: the terms up to order `N`, each divided by its
survival probability. -/
def estimator (a p : ℕ → ℝ) (K N : ℕ) : ℝ := ∑ k ∈ range (N + 1), a k / tail p K k

/-- The part of the expansion beyond order `k`. -/
def remainder (a : ℕ → ℝ) (K k : ℕ) : ℝ := ∑ i ∈ Ico (k + 1) (K + 1), a i

/-- In the mean of a randomly stopped sum, each term is weighted by its survival probability. -/
theorem mean_partialSum (p b : ℕ → ℝ) (K : ℕ) :
    mean p K (fun N => ∑ k ∈ range (N + 1), b k) = ∑ k ∈ range (K + 1), b k * tail p K k := by
  simp only [mean, tail, Finset.mul_sum]
  -- exchange the sum over cutoffs with the sum over orders
  rw [Finset.sum_comm' (s' := fun k => Ico k (K + 1)) (t' := range (K + 1))]
  · exact sum_congr rfl fun k _ => sum_congr rfl fun n _ => mul_comm _ _
  · intro n k
    simp only [mem_range, mem_Ico]
    omega

/-- The square of a partial sum is a partial sum of squares and of twice the products with earlier
terms. -/
theorem sq_partialSum (b : ℕ → ℝ) (n : ℕ) :
    (∑ k ∈ range n, b k) ^ 2 = ∑ k ∈ range n, (b k ^ 2 + 2 * b k * ∑ j ∈ range k, b j) := by
  induction n with
  | zero => simp
  | succ n ih =>
    rw [sum_range_succ, sum_range_succ, ← ih]
    ring

/-- If every order survives with positive probability, the randomly truncated expansion has the
full sum as its mean, and its second moment is `∑ a_k²/q_k + 2 ∑_{j<k} a_j a_k/q_j`. -/
theorem estimator_moments (a p : ℕ → ℝ) (K : ℕ) (hq : ∀ k ≤ K, 0 < tail p K k) :
    mean p K (estimator a p K) = ∑ k ∈ range (K + 1), a k ∧
    mean p K (fun N => estimator a p K N ^ 2) =
      ∑ k ∈ range (K + 1), a k ^ 2 / tail p K k
        + 2 * ∑ k ∈ range (K + 1), ∑ j ∈ range k, a j * a k / tail p K j := by
  have hne : ∀ k ∈ range (K + 1), tail p K k ≠ 0 := fun k hk =>
    (hq k (Nat.lt_succ_iff.mp (mem_range.mp hk))).ne'
  constructor
  · exact (mean_partialSum p (fun k => a k / tail p K k) K).trans
      (sum_congr rfl fun k hk => div_mul_cancel₀ _ (hne k hk))
  · -- the squared estimator is again a randomly stopped sum
    have h : (fun N => estimator a p K N ^ 2) = fun N => ∑ k ∈ range (N + 1),
        ((a k / tail p K k) ^ 2
          + 2 * (a k / tail p K k) * ∑ j ∈ range k, a j / tail p K j) :=
      funext fun N => sq_partialSum (fun k => a k / tail p K k) (N + 1)
    rw [h, mean_partialSum, Finset.mul_sum, ← sum_add_distrib]
    refine sum_congr rfl fun k hk => ?_
    have hs : ∑ j ∈ range k, a j * a k / tail p K j
        = a k * ∑ j ∈ range k, a j / tail p K j := by
      rw [Finset.mul_sum]
      exact sum_congr rfl fun j _ => by ring
    have e : a k / tail p K k * tail p K k = a k := div_mul_cancel₀ _ (hne k hk)
    rw [hs]
    linear_combination (a k / tail p K k + 2 * ∑ j ∈ range k, a j / tail p K j) * e

/-- Reweighting factors `w` make the randomly stopped sum unbiased for every expansion exactly
when each factor times the survival probability of its order equals one. -/
theorem unbiased_iff (p w : ℕ → ℝ) (K : ℕ) :
    (∀ a : ℕ → ℝ, mean p K (fun N => ∑ k ∈ range (N + 1), w k * a k)
      = ∑ k ∈ range (K + 1), a k) ↔ ∀ k ≤ K, w k * tail p K k = 1 := by
  constructor
  · intro h k hk
    -- test on an expansion with a single term
    have h1 := h (fun i => if i = k then 1 else 0)
    rw [mean_partialSum] at h1
    have hk' : k < K + 1 := Nat.lt_succ_of_le hk
    simpa only [mul_ite, mul_one, mul_zero, ite_mul, zero_mul, Finset.sum_ite_eq',
      mem_range, hk', if_true] using h1
  · intro h a
    rw [mean_partialSum]
    refine sum_congr rfl fun k hk => ?_
    linear_combination a k * h k (Nat.lt_succ_iff.mp (mem_range.mp hk))

/-- Mean squared deviation from a constant, expanded into moments. -/
theorem mean_sq_sub (p X : ℕ → ℝ) (K : ℕ) (c : ℝ) :
    mean p K (fun N => (X N - c) ^ 2) = mean p K (fun N => X N ^ 2)
      - 2 * c * mean p K X + c ^ 2 * ∑ n ∈ range (K + 1), p n := by
  simp only [mean, Finset.mul_sum]
  rw [← sum_sub_distrib, ← sum_add_distrib]
  exact sum_congr rfl fun n _ => by ring

/-- Summation by parts for squared remainders `C - (a_0 + ... + a_k)` against the increments
of a sequence `r`. -/
theorem sum_sq_remainder (a r : ℕ → ℝ) (C : ℝ) (m : ℕ) :
    ∑ k ∈ range m, (C - ∑ i ∈ range (k + 1), a i) ^ 2 * (r (k + 1) - r k) =
      (C - ∑ i ∈ range (m + 1), a i) ^ 2 * r m - C ^ 2 * r 0
      + 2 * (C - ∑ i ∈ range (m + 1), a i) * ∑ k ∈ range (m + 1), a k * r k
      + ∑ k ∈ range (m + 1), (a k ^ 2 * r k + 2 * a k * ∑ j ∈ range k, a j * r j) := by
  induction m with
  | zero =>
    simp only [sum_range_succ, sum_range_zero]
    ring
  | succ m ih =>
    simp only [sum_range_succ] at ih ⊢
    linear_combination ih

/-- For normalised cutoff weights with every survival probability up to order `K` positive, the mean
squared deviation from the full sum (the variance) is the sum over `k < K` of `p_k R_k² / (q_k
q_{k+1})`, with `R_k` the remainder beyond order `k`. -/
theorem estimator_variance (a p : ℕ → ℝ) (K : ℕ) (hq : ∀ k ≤ K, 0 < tail p K k)
    (hsum : ∑ n ∈ range (K + 1), p n = 1) :
    mean p K (fun N => (estimator a p K N - ∑ k ∈ range (K + 1), a k) ^ 2) =
      ∑ k ∈ range K, p k * remainder a K k ^ 2 / (tail p K k * tail p K (k + 1)) := by
  obtain ⟨h1, h2⟩ := estimator_moments a p K hq
  have h0 : tail p K 0 = 1 := by
    rw [tail, Finset.sum_Ico_eq_sub _ (Nat.zero_le _), hsum]
    simp
  have hF : ∑ k ∈ range (K + 1), a k ^ 2 / tail p K k
        + 2 * ∑ k ∈ range (K + 1), ∑ j ∈ range k, a j * a k / tail p K j
      = ∑ k ∈ range (K + 1), (a k ^ 2 * (1 / tail p K k)
        + 2 * a k * ∑ j ∈ range k, a j * (1 / tail p K j)) := by
    rw [Finset.mul_sum, ← sum_add_distrib]
    refine sum_congr rfl fun k _ => ?_
    have hs : ∑ j ∈ range k, a j * a k / tail p K j
        = a k * ∑ j ∈ range k, a j * (1 / tail p K j) := by
      rw [Finset.mul_sum]
      exact sum_congr rfl fun j _ => by ring
    rw [hs]
    ring
  -- the stopping probability is the drop of the survival probability
  have hG : ∑ k ∈ range K, p k * remainder a K k ^ 2 / (tail p K k * tail p K (k + 1))
      = ∑ k ∈ range K, (∑ i ∈ range (K + 1), a i - ∑ i ∈ range (k + 1), a i) ^ 2
        * (1 / tail p K (k + 1) - 1 / tail p K k) := by
    refine sum_congr rfl fun k hk => ?_
    have hk' : k < K := mem_range.mp hk
    have hr : remainder a K k = ∑ i ∈ range (K + 1), a i - ∑ i ∈ range (k + 1), a i :=
      Finset.sum_Ico_eq_sub _ (by omega)
    have ht : tail p K k = p k + tail p K (k + 1) :=
      Finset.sum_eq_sum_Ico_succ_bot (by omega) _
    have hpk : p k = tail p K k - tail p K (k + 1) := by linarith
    rw [hr, div_sub_div _ _ (hq (k + 1) hk').ne' (hq k hk'.le).ne', hpk]
    ring
  have hab := sum_sq_remainder a (fun k => 1 / tail p K k) (∑ i ∈ range (K + 1), a i) K
  beta_reduce at hab
  rw [h0] at hab
  rw [mean_sq_sub, h1, h2, hsum, hF, hG]
  linear_combination -hab

/-- For a cutoff law under which every order up to `K` survives with positive probability, the
variance vanishes exactly when, at every order below `K`, the stopping probability or the remainder
beyond that order is zero. -/
theorem variance_eq_zero_iff (a p : ℕ → ℝ) (K : ℕ) (hp : ∀ k, 0 ≤ p k)
    (hq : ∀ k ≤ K, 0 < tail p K k) (hsum : ∑ n ∈ range (K + 1), p n = 1) :
    mean p K (fun N => (estimator a p K N - ∑ k ∈ range (K + 1), a k) ^ 2) = 0 ↔
      ∀ k < K, p k = 0 ∨ remainder a K k = 0 := by
  rw [estimator_variance a p K hq hsum, Finset.sum_eq_zero_iff_of_nonneg]
  · constructor
    · intro h k hk
      have h1 := h k (mem_range.mpr hk)
      simpa [(hq k hk.le).ne', (hq (k + 1) hk).ne'] using h1
    · intro h k hk
      rcases h k (mem_range.mp hk) with h1 | h1 <;> simp [h1]
  · intro k hk
    have hk' : k < K := mem_range.mp hk
    exact div_nonneg (mul_nonneg (hp k) (sq_nonneg _))
      (mul_pos (hq k hk'.le) (hq (k + 1) hk')).le

end

end RandomlyTruncatedExpansion
```

```lean
#print axioms RandomlyTruncatedExpansion.estimator_moments
-- 'RandomlyTruncatedExpansion.estimator_moments' depends on axioms: [propext, Classical.choice, Quot.sound]
#print axioms RandomlyTruncatedExpansion.unbiased_iff
-- 'RandomlyTruncatedExpansion.unbiased_iff' depends on axioms: [propext, Classical.choice, Quot.sound]
#print axioms RandomlyTruncatedExpansion.variance_eq_zero_iff
-- 'RandomlyTruncatedExpansion.variance_eq_zero_iff' depends on axioms: [propext, Classical.choice, Quot.sound]
```

## How the proof follows the algebra

`mean_partialSum` exchanges the sums with `Finset.sum_comm'`; `omega` checks that both orders describe the same triangle of indices. `sq_partialSum` proves the square identity by induction, and `estimator_moments` combines the two, cancelling $q_k$ with `div_mul_cancel₀`.

`unbiased_iff` shows that fixed factors $w_k$ are unbiased for every expansion exactly when $w_kq_k=1$. Testing on an expansion whose only nonzero term is at order $k$ gives necessity; the exchanged sum gives sufficiency.

For the variance, `mean_sq_sub` expands the squared deviation, and `sum_sq_remainder` proves the summation by parts by induction for a general constant $C$ and length $m$. At $C=S$, $m=K$ its boundary remainder vanishes, and `linear_combination` finishes `estimator_variance`. `variance_eq_zero_iff` then uses that a sum of nonnegative terms is zero only if each term is.
